# Bounding the ZORA energy error by the small-component weight in a finite grid model

An electron deep in the core of a heavy atom needs a relativistic description. Eliminating the small component from its Dirac equation leaves an equation for the large component φ alone, but the unknown energy E then appears in the denominator of the kinetic term. The zeroth-order regular approximation (ZORA) drops that E, which gives an ordinary eigenvalue problem. How far does this shift the energy?

Take one electron in a fixed, non-positive potential, represented on a finite grid, with an energy E that excludes the rest energy and lies between −2c² and 0, where c is the speed of light in atomic units. The difference between E and the ZORA expectation value in the normalised solution φ can then be bounded from both sides. When E is the lowest eigenvalue of the energy-dependent Hamiltonian built with that E, the lowest ZORA eigenvalue is bounded from both sides too. The bounds contain |E| times a small-component weight, so at equal nonzero weight they are larger for a deep level than for a valence level.

## The bounds and their derivation

Energies exclude the rest energy, and c is the speed of light in atomic units. Let vᵢ ≤ 0 be the potential at grid point i, and let B take basis coefficients to grid values of σ·p φ, each multiplied by the square root of its positive quadrature weight. The matrix A holds the potential energy in an orthonormal basis. Define

H(E) = A + Bᴴ diag(c²/(2c² − vᵢ + E)) B

m(φ) = Σᵢ c² |(Bφ)ᵢ|² / (2c² − vᵢ)².

ZORA uses H(0). Eliminating the small component makes it c(Bφ)ᵢ/(2c² − vᵢ + E) on the grid, so m(φ) is its squared norm with E neglected. Suppose H(E)φ = Eφ with φ a unit vector and −2c² < E < 0. The claim is

|E| m(φ) ≤ E − ⟨φ, H(0)φ⟩ ≤ |E| m(φ) / (1 + E/(2c²)).

Write dᵢ = 2c² − vᵢ, so that dᵢ ≥ 2c² and dᵢ + E > 0. At one grid point,

c²/(dᵢ + E) − c²/dᵢ = −E c²/(dᵢ(dᵢ + E)) = |E| (c²/dᵢ²) · dᵢ/(dᵢ + E).

The last factor equals 1/(1 + E/dᵢ). Since E is negative and dᵢ ≥ 2c²,

1 ≤ dᵢ/(dᵢ + E) ≤ 1/(1 + E/(2c²)).

The expectation value is a sum over the grid,

⟨φ, H(E)φ⟩ = ⟨φ, Aφ⟩ + Σᵢ c²/(dᵢ + E) |(Bφ)ᵢ|².

Subtracting the same expression at E = 0 cancels A. Multiplying the pointwise bounds by |(Bφ)ᵢ|² and summing then bounds ⟨φ, H(E)φ⟩ − ⟨φ, H(0)φ⟩ for every vector φ. For the unit solution, ⟨φ, H(E)φ⟩ = E, which gives the claim.

Now let A be Hermitian and let ε be the lowest eigenvalue of H(0). Expanding φ in orthonormal eigenvectors of H(0) gives ε ≤ ⟨φ, H(0)φ⟩, hence

ε ≤ E − |E| m(φ).

For a bound in the other direction, let E be the lowest eigenvalue of the matrix H(E), and let χ be a unit eigenvector of H(0) with any eigenvalue ε. Then

E ≤ ⟨χ, H(E)χ⟩ ≤ ε + |E| m(χ)/(1 + E/(2c²)).

Scaling removes the leading error. With R = ⟨φ, H(0)φ⟩ and m = m(φ),

E − R/(1 + m) = (E − R − |E|m)/(1 + m).

The numerator is non-negative by the lower bound. By the upper bound it is at most

|E|m/(1 + E/(2c²)) − |E|m = m E²/(2c² + E).

The remaining error therefore lies between 0 and m/(1 + m) · E²/(2c² + E). Here φ is the solution of the energy-dependent equation; a scaled ZORA calculation would use the ZORA orbital instead.

## The model as matrices

The finite types `n` and `g` index basis functions and grid values; for spinors, `g` can run over pairs of a grid point and a spin component.

In Lean 4 with Mathlib:

```lean
import Mathlib

open Matrix
open scoped ComplexOrder

namespace ZoraGrid

noncomputable section

variable {n g : Type*} [Fintype n] [Fintype g] [DecidableEq g]
```

The Hamiltonian takes `A` and `v` as independent inputs. Nothing requires them to come from the same potential, so the theorems also cover models in which they do not.

```lean
/-- The energy-dependent Hamiltonian `A + Bᴴ diag(c² / (2c² - vᵢ + E)) B` on a grid with
potential values `vᵢ`, for energies with `2c² - vᵢ + E ≠ 0` at every grid point. -/
def escHamiltonian (A : Matrix n n ℂ) (B : Matrix g n ℂ) (v : g → ℝ) (c E : ℝ) :
    Matrix n n ℂ :=
  A + Bᴴ * diagonal (fun i => ((c ^ 2 / (2 * c ^ 2 - v i + E) : ℝ) : ℂ)) * B
```

ZORA is the same matrix with zero in the energy slot.

```lean
/-- The ZORA Hamiltonian: the energy-dependent Hamiltonian with `E = 0` in the denominator,
for potentials with `2c² - vᵢ ≠ 0`. -/
def zoraHamiltonian (A : Matrix n n ℂ) (B : Matrix g n ℂ) (v : g → ℝ) (c : ℝ) :
    Matrix n n ℂ :=
  escHamiltonian A B v c 0
```

Expectation values are defined as real parts, which allows the first results to hold without Hermiticity of `A`.

```lean
/-- The real part of the expectation value `⟨φ, M φ⟩`. -/
def expect (M : Matrix n n ℂ) (φ : n → ℂ) : ℝ := (star φ ⬝ᵥ M *ᵥ φ).re
```

The weight depends on the vector and the potential, but not on E.

```lean
/-- The small-component weight `m = ∑ᵢ c² |(Bφ)ᵢ|² / (2c² - vᵢ)²`, for potentials with
`2c² - vᵢ ≠ 0`. -/
def smallWeight (B : Matrix g n ℂ) (v : g → ℝ) (c : ℝ) (φ : n → ℂ) : ℝ :=
  ∑ i, c ^ 2 * ‖(B *ᵥ φ) i‖ ^ 2 / (2 * c ^ 2 - v i) ^ 2
```

Eigenvalues are described directly by nonzero eigenvectors. A lowest eigenvalue will be an `IsLeast` element of this set: it belongs to the set and is a lower bound for it.

```lean
/-- The set of real eigenvalues of a matrix. -/
def energies (M : Matrix n n ℂ) : Set ℝ :=
  {μ | ∃ x : n → ℂ, x ≠ 0 ∧ M *ᵥ x = (μ : ℂ) • x}
```

## From one grid point to every vector

The variable `q` stands for |(Bφ)ᵢ|². The step `key` is the factorisation above, while `h1` and `h2` bound the factor d/(d + E). Multiplication by a non-negative quantity finishes the proof.

```lean
/-- For `d ≥ 2c²`, `q ≥ 0` and `-2c² < E < 0`, the difference `c² q / (d + E) - c² q / d` is at
least `|E| c² q / d²` and at most that quantity divided by `1 + E/(2c²)`. -/
theorem weight_gap_bounds {c d E q : ℝ} (hE : -(2 * c ^ 2) < E) (hE0 : E < 0)
    (hd : 2 * c ^ 2 ≤ d) (hq : 0 ≤ q) :
    |E| * (c ^ 2 * q / d ^ 2) ≤ c ^ 2 / (d + E) * q - c ^ 2 / d * q ∧
    c ^ 2 / (d + E) * q - c ^ 2 / d * q ≤
      |E| * (c ^ 2 * q / d ^ 2) / (1 + E / (2 * c ^ 2)) := by
  have hc : 0 < 2 * c ^ 2 := by linarith
  have hd0 : 0 < d := by linarith
  have hdE : 0 < d + E := by linarith
  have hcE : 0 < 2 * c ^ 2 + E := by linarith
  -- the difference is the leading term times d / (d + E)
  have key : c ^ 2 / (d + E) * q - c ^ 2 / d * q
      = |E| * (c ^ 2 * q / d ^ 2) * (d / (d + E)) := by
    rw [abs_of_neg hE0]
    field_simp
    ring
  have ht : 0 ≤ |E| * (c ^ 2 * q / d ^ 2) := by positivity
  have h1 : 1 ≤ d / (d + E) := by
    rw [le_div_iff₀ hdE]
    linarith
  have h2 : d / (d + E) ≤ (1 + E / (2 * c ^ 2))⁻¹ := by
    have e : 1 + E / (2 * c ^ 2) = (2 * c ^ 2 + E) / (2 * c ^ 2) := by
      rw [add_div, div_self hc.ne']
    rw [e, inv_div, div_le_div_iff₀ hdE hcE]
    nlinarith [mul_nonneg (neg_nonneg.2 hE0.le) (sub_nonneg.2 hd)]
  rw [key]
  exact ⟨le_mul_of_one_le_right ht h1, by
    rw [div_eq_mul_inv _ (1 + E / (2 * c ^ 2))]
    exact mul_le_mul_of_nonneg_left h2 ht⟩
```

The next lemma expands the expectation value. Its step `move` transfers Bᴴ to the left-hand vector, and its own `key` evaluates one diagonal term.

```lean
/-- The expectation value of the energy-dependent Hamiltonian is that of `A` plus a sum of
weighted densities over the grid. -/
theorem expect_esc (A : Matrix n n ℂ) (B : Matrix g n ℂ) (v : g → ℝ) (c E : ℝ)
    (φ : n → ℂ) :
    expect (escHamiltonian A B v c E) φ =
      expect A φ + ∑ i, c ^ 2 / (2 * c ^ 2 - v i + E) * ‖(B *ᵥ φ) i‖ ^ 2 := by
  have key : ∀ (k : ℝ) (z : ℂ), (star z * ((k : ℂ) * z)).re = k * ‖z‖ ^ 2 := by
    intro k z
    rw [Complex.sq_norm, Complex.normSq_apply]
    simp only [Complex.star_def, Complex.mul_re, Complex.mul_im, Complex.conj_re,
      Complex.conj_im, Complex.ofReal_re, Complex.ofReal_im]
    ring
  -- move Bᴴ to the left factor
  have move : ∀ D : Matrix g g ℂ,
      star φ ⬝ᵥ (Bᴴ * D * B) *ᵥ φ = star (B *ᵥ φ) ⬝ᵥ D *ᵥ (B *ᵥ φ) := by
    intro D
    rw [Matrix.star_mulVec, ← Matrix.dotProduct_mulVec]
    simp only [Matrix.mulVec_mulVec, Matrix.mul_assoc]
  unfold expect escHamiltonian
  rw [Matrix.add_mulVec, dotProduct_add, Complex.add_re, move]
  congr 1
  simp only [dotProduct, Matrix.mulVec_diagonal, Pi.star_apply, Complex.re_sum]
  exact Finset.sum_congr rfl fun i _ => key _ _
```

Subtraction cancels the contribution of A, and `Finset.sum_le_sum` adds up the pointwise inequalities.

```lean
/-- For `v ≤ 0`, `-2c² < E < 0` and every vector, the expectation value of the energy-dependent
Hamiltonian exceeds that of the ZORA Hamiltonian by at least `|E| m` and at most `|E| m / (1 +
E/(2c²))`. -/
theorem esc_sub_zora_bounds (A : Matrix n n ℂ) (B : Matrix g n ℂ) {v : g → ℝ} {c E : ℝ}
    (hv : ∀ i, v i ≤ 0) (hE : -(2 * c ^ 2) < E) (hE0 : E < 0) (φ : n → ℂ) :
    |E| * smallWeight B v c φ ≤
      expect (escHamiltonian A B v c E) φ - expect (zoraHamiltonian A B v c) φ ∧
    expect (escHamiltonian A B v c E) φ - expect (zoraHamiltonian A B v c) φ ≤
      |E| * smallWeight B v c φ / (1 + E / (2 * c ^ 2)) := by
  have h := fun i => weight_gap_bounds (d := 2 * c ^ 2 - v i) hE hE0
    (by linarith [hv i]) (sq_nonneg ‖(B *ᵥ φ) i‖)
  unfold zoraHamiltonian smallWeight
  rw [expect_esc, expect_esc, add_sub_add_left_eq_sub, ← Finset.sum_sub_distrib,
    Finset.mul_sum, Finset.sum_div]
  simp only [add_zero]
  exact ⟨Finset.sum_le_sum fun i _ => (h i).1, Finset.sum_le_sum fun i _ => (h i).2⟩
```

## Hermiticity and the variational principle

Real diagonal weights keep the kinetic term Hermitian.

```lean
omit [Fintype n] in
/-- The energy-dependent Hamiltonian is Hermitian when `A` is. -/
theorem esc_isHermitian {A : Matrix n n ℂ} (hA : A.IsHermitian) (B : Matrix g n ℂ)
    (v : g → ℝ) (c E : ℝ) : (escHamiltonian A B v c E).IsHermitian := by
  refine hA.add (Matrix.isHermitian_conjTranspose_mul_mul B ?_)
  rw [Matrix.IsHermitian, Matrix.diagonal_conjTranspose]
  congr 1
  funext i
  exact Complex.conj_ofReal _
```

The statements about lowest eigenvalues turn on Mathlib's `posSemidef_iff_eigenvalues_nonneg`, which converts information about finitely many eigenvalues into an inequality for all vectors. It is applied to H − ε. Mathlib supplies the eigenvalues of this matrix as a family `hK.eigenvalues`, whereas `energies` is a set defined by eigenvectors. The proof connects the two: an eigenvector of H − ε with eigenvalue λ is an eigenvector of H with eigenvalue λ + ε, so minimality of ε gives λ ≥ 0. Positivity then yields 0 ≤ ⟨χ, (H − ε)χ⟩ as an inequality between complex numbers, and `Complex.le_def` extracts its real part.

```lean
/-- Variational principle: the lowest eigenvalue of a Hermitian matrix is at most its
expectation value in any unit vector. -/
theorem lowest_le_expect {H : Matrix n n ℂ} (hH : H.IsHermitian) {ε : ℝ}
    (hε : IsLeast (energies H) ε) {χ : n → ℂ} (hχ : star χ ⬝ᵥ χ = 1) :
    ε ≤ expect H χ := by
  classical
  have hK : (H - (ε : ℂ) • (1 : Matrix n n ℂ)).IsHermitian :=
    hH.sub (by simp [Matrix.IsHermitian, Matrix.conjTranspose_smul])
  -- the shifted matrix has no negative eigenvalue
  have hps : (H - (ε : ℂ) • (1 : Matrix n n ℂ)).PosSemidef := by
    rw [hK.posSemidef_iff_eigenvalues_nonneg]
    intro i
    obtain ⟨x, hx, h⟩ : ∃ x : n → ℂ, x ≠ 0 ∧
        (H - (ε : ℂ) • (1 : Matrix n n ℂ)) *ᵥ x = ((hK.eigenvalues i : ℝ) : ℂ) • x := by
      refine ⟨(hK.eigenvectorBasis i).ofLp, fun h0 => ?_,
        (hK.mulVec_eigenvectorBasis i).trans (by ext j; simp)⟩
      apply hK.eigenvectorBasis.orthonormal.ne_zero i
      ext j
      exact congrFun h0 j
    rw [Matrix.sub_mulVec, Matrix.smul_mulVec, Matrix.one_mulVec, sub_eq_iff_eq_add] at h
    have hmem : hK.eigenvalues i + ε ∈ energies H :=
      ⟨x, hx, by rw [h, Complex.ofReal_add, add_smul]⟩
    have hle := hε.2 hmem
    show (0 : ℝ) ≤ hK.eigenvalues i
    linarith
  have h := hps.dotProduct_mulVec_nonneg χ
  rw [Matrix.sub_mulVec, Matrix.smul_mulVec, Matrix.one_mulVec, dotProduct_sub,
    dotProduct_smul, hχ] at h
  have h' := (Complex.le_def.1 h).1
  simp only [Complex.sub_re, smul_eq_mul, mul_one, Complex.ofReal_re, Complex.zero_re] at h'
  unfold expect
  linarith
```

## Errors of expectation values and eigenvalues

The main theorem inserts the eigenvalue equation into the comparison valid for every vector. The energy E is a given solution; its existence is assumed.

```lean
/-- Main theorem: for `v ≤ 0` and a unit solution of `H(E) φ = E φ` with `-2c² < E < 0`, the ZORA
expectation value lies below `E` by at least `|E| m` and at most `|E| m / (1 + E/(2c²))`. -/
theorem zora_expect_error {A : Matrix n n ℂ} {B : Matrix g n ℂ} {v : g → ℝ} {c E : ℝ}
    (hv : ∀ i, v i ≤ 0) (hE : -(2 * c ^ 2) < E) (hE0 : E < 0) {φ : n → ℂ}
    (hφ : star φ ⬝ᵥ φ = 1) (h : escHamiltonian A B v c E *ᵥ φ = (E : ℂ) • φ) :
    |E| * smallWeight B v c φ ≤ E - expect (zoraHamiltonian A B v c) φ ∧
    E - expect (zoraHamiltonian A B v c) φ ≤
      |E| * smallWeight B v c φ / (1 + E / (2 * c ^ 2)) := by
  have he : expect (escHamiltonian A B v c E) φ = E := by
    rw [expect, h, dotProduct_smul, hφ]
    simp
  have hb := esc_sub_zora_bounds A B hv hE hE0 φ
  rwa [he] at hb
```

Combining the lower bound with the variational principle for H(0) places the lowest ZORA eigenvalue at or below E.

```lean
/-- For Hermitian `A` and `v ≤ 0`, the lowest ZORA eigenvalue is at most `E - |E| m` for every unit
solution of `H(E) φ = E φ` with `-2c² < E < 0`. -/
theorem zora_lowest_le {A : Matrix n n ℂ} (hA : A.IsHermitian) {B : Matrix g n ℂ}
    {v : g → ℝ} {c E ε : ℝ} (hv : ∀ i, v i ≤ 0) (hE : -(2 * c ^ 2) < E) (hE0 : E < 0)
    {φ : n → ℂ} (hφ : star φ ⬝ᵥ φ = 1)
    (h : escHamiltonian A B v c E *ᵥ φ = (E : ℂ) • φ)
    (hε : IsLeast (energies (zoraHamiltonian A B v c)) ε) :
    ε ≤ E - |E| * smallWeight B v c φ := by
  have h1 := lowest_le_expect (esc_isHermitian hA B v c 0) hε hφ
  have h2 := (zora_expect_error hv hE hE0 hφ h).1
  unfold zoraHamiltonian at h2
  linarith
```

The converse estimate applies the variational principle to H(E), with the ZORA eigenvector as trial vector. The hypothesis `hlow` says that E is the lowest eigenvalue of the matrix built with that same E.

```lean
/-- For Hermitian `A` and `v ≤ 0`, if `E` is the lowest eigenvalue of `H(E)` and `-2c² < E < 0`,
every ZORA eigenvalue `ε` with unit eigenvector `χ` satisfies `E - ε ≤ |E| m(χ) / (1 + E/(2c²))`. -/
theorem zora_eigenvalue_error_le {A : Matrix n n ℂ} (hA : A.IsHermitian)
    {B : Matrix g n ℂ} {v : g → ℝ} {c E ε : ℝ} (hv : ∀ i, v i ≤ 0)
    (hE : -(2 * c ^ 2) < E) (hE0 : E < 0)
    (hlow : IsLeast (energies (escHamiltonian A B v c E)) E) {χ : n → ℂ}
    (hχ : star χ ⬝ᵥ χ = 1) (h : zoraHamiltonian A B v c *ᵥ χ = (ε : ℂ) • χ) :
    E - ε ≤ |E| * smallWeight B v c χ / (1 + E / (2 * c ^ 2)) := by
  have he : expect (zoraHamiltonian A B v c) χ = ε := by
    rw [expect, h, dotProduct_smul, hχ]
    simp
  have h1 := lowest_le_expect (esc_isHermitian hA B v c E) hlow hχ
  have h2 := (esc_sub_zora_bounds A B hv hE hE0 χ).2
  rw [he] at h2
  linarith
```

For the scaled energy, `e1` puts the error over the common denominator 1 + m, and `e2` separates the term linear in E from the remainder.

```lean
/-- For `v ≤ 0` and a unit solution of `H(E) φ = E φ` with `-2c² < E < 0`, dividing the ZORA
expectation value in `φ` by `1 + m` gives a value below or equal to `E`, with an error of at most
`m/(1+m) · E²/(2c² + E)`. -/
theorem scaled_zora_error {A : Matrix n n ℂ} {B : Matrix g n ℂ} {v : g → ℝ} {c E : ℝ}
    (hv : ∀ i, v i ≤ 0) (hE : -(2 * c ^ 2) < E) (hE0 : E < 0) {φ : n → ℂ}
    (hφ : star φ ⬝ᵥ φ = 1) (h : escHamiltonian A B v c E *ᵥ φ = (E : ℂ) • φ) :
    0 ≤ E - expect (zoraHamiltonian A B v c) φ / (1 + smallWeight B v c φ) ∧
    E - expect (zoraHamiltonian A B v c) φ / (1 + smallWeight B v c φ) ≤
      smallWeight B v c φ / (1 + smallWeight B v c φ) * (E ^ 2 / (2 * c ^ 2 + E)) := by
  obtain ⟨hl, hu⟩ := zora_expect_error hv hE hE0 hφ h
  have hm : 0 ≤ smallWeight B v c φ := Finset.sum_nonneg fun i _ => by positivity
  rw [abs_of_neg hE0] at hl hu
  generalize smallWeight B v c φ = m at *
  generalize expect (zoraHamiltonian A B v c) φ = R at *
  have hc : 0 < 2 * c ^ 2 := by linarith
  have hcE : 0 < 2 * c ^ 2 + E := by linarith
  have hm1 : 0 < 1 + m := by linarith
  have e1 : E - R / (1 + m) = (E - R + E * m) / (1 + m) := by
    rw [eq_div_iff hm1.ne', sub_mul, div_mul_cancel₀ _ hm1.ne']
    ring
  -- split the upper bound into a term linear in E and a remainder
  have e2 : -E * m / (1 + E / (2 * c ^ 2)) = -E * m + m * (E ^ 2 / (2 * c ^ 2 + E)) := by
    have e : 1 + E / (2 * c ^ 2) = (2 * c ^ 2 + E) / (2 * c ^ 2) := by
      rw [add_div, div_self hc.ne']
    rw [e, div_div_eq_mul_div, div_eq_iff hcE.ne', add_mul, mul_assoc m,
      div_mul_cancel₀ _ hcE.ne']
    ring
  rw [e2] at hu
  rw [e1, div_mul_eq_mul_div]
  exact ⟨div_nonneg (by linarith) hm1.le,
    div_le_div_of_nonneg_right (by linarith) hm1.le⟩
```

## A two-level example with numbers

The numbers here are chosen for easy arithmetic and do not describe a physical system: c = 1 is not the speed of light in atomic units, and A has a diagonal element below the lowest potential value, so it is not the matrix of v. Take c = 1, v = (0, −1), E = −1 and φ = (1, 0), with

A = [[−5/2, −1/2], [−1/2, 0]], B = [[1, 1], [1, −1]].

The kinetic weights at E = −1 are 1 and 1/2, so

H(−1) = [[−1, 0], [0, 3/2]],

and φ is an eigenvector with eigenvalue −1. In ZORA the weights become 1/2 and 1/3, giving

⟨φ, H(0)φ⟩ = −5/2 + 1/2 + 1/3 = −5/3.

The error is 2/3. Since Bφ = (1, 1), the weight is m = 1/4 + 1/9 = 13/36, and the bounds read

13/36 ≤ 2/3 ≤ 13/18.

Scaling gives (−5/3)/(49/36) = −60/49. The error falls to 11/49, below its bound of 13/49.

The theorem below verifies Hermiticity, the sign of the potential, normalisation and the eigenvalue equation for these matrices; the energy range is simply −2 < −1 < 0.

```lean
/-- An explicit two-dimensional model with `c = 1`, potential values `0` and `-1`, and the
unit solution `φ = (1, 0)` of `H(E) φ = E φ` at `E = -1`. -/
theorem zora_expect_error_witness :
    (!![-5/2, -1/2; -1/2, 0] : Matrix (Fin 2) (Fin 2) ℂ).IsHermitian ∧
    (∀ i, (![0, -1] : Fin 2 → ℝ) i ≤ 0) ∧
    star (![1, 0] : Fin 2 → ℂ) ⬝ᵥ ![1, 0] = 1 ∧
    escHamiltonian !![-5/2, -1/2; -1/2, 0] (!![1, 1; 1, -1] : Matrix (Fin 2) (Fin 2) ℂ)
      ![0, -1] 1 (-1) *ᵥ ![1, 0] = ((-1 : ℝ) : ℂ) • ![1, 0] := by
  refine ⟨?_, ?_, ?_, ?_⟩
  · ext i j
    fin_cases i <;> fin_cases j <;> simp [Matrix.conjTranspose_apply]
  · intro i
    fin_cases i <;> simp
  · simp [dotProduct, Fin.sum_univ_two]
  · ext i
    fin_cases i <;>
      simp [escHamiltonian, Matrix.mulVec, dotProduct, Matrix.mul_apply, Fin.sum_univ_two,
        Matrix.diagonal_apply] <;>
      norm_num

end

end ZoraGrid
```

```lean
#print axioms ZoraGrid.zora_expect_error
#print axioms ZoraGrid.zora_lowest_le
#print axioms ZoraGrid.zora_eigenvalue_error_le
#print axioms ZoraGrid.scaled_zora_error
```

```
'ZoraGrid.zora_expect_error' depends on axioms: [propext, Classical.choice, Quot.sound]
'ZoraGrid.zora_lowest_le' depends on axioms: [propext, Classical.choice, Quot.sound]
'ZoraGrid.zora_eigenvalue_error_le' depends on axioms: [propext, Classical.choice, Quot.sound]
'ZoraGrid.scaled_zora_error' depends on axioms: [propext, Classical.choice, Quot.sound]
```
